# With Lorentzian broadening of half-width η, N levels at least η above μ add a spurious band energy, measured from μ, between Nη/4 and Nη/π

## Virtual levels under a broadened Fermi edge

Suppose the occupations of a non-interacting system are found by integrating the spectral function −Im G(w + iη)/π over all energies w up to the chemical potential μ, where G is the retarded Green's function and η > 0 is kept finite. Each sharp level then becomes a Lorentzian line of half-width η, and a level above μ keeps some occupation, because the tail of its line reaches below μ.

At zero temperature and without broadening, such a virtual level is empty and contributes nothing to the band energy. With broadening, its small occupation is multiplied by its energy, measured here from μ, which may be large. Does the product die out for high levels? It does not: the occupation falls off only as the inverse of the distance from μ, which the energy factor compensates.

## What is claimed

Let e_i be the energies of N levels, n_i their occupations, and x_i = e_i − μ. The occupation n_i is the weight of the i-th line at energies up to μ. If x_i ≥ η for every i, then

Nη/4 ≤ ∑ x_i n_i ≤ Nη/π.

Neither bound depends on how high the levels lie. The lower one is attained exactly when every level sits at μ + η. For an infinite sequence of levels, all at least η above μ, the sum over the first N of them diverges as N grows.

At fixed μ and η, each further level in this range therefore adds at least η/4 of spurious energy, if the other levels stay where they are. To keep the total of N such levels from exceeding a fixed value C, η can be at most 4C/N.

## From the line shape to the occupation

For one level at energy e, with x = e − μ, the normalised line is

L(w) = (η/π) / ((w − e)² + η²).

Its antiderivative arctan((w − e)/η)/π tends to −1/2 as w → −∞. Integrating up to μ gives

n = arctan((μ − e)/η)/π + 1/2 = 1/2 − arctan(x/η)/π.

With t = x/η, the energy of the level is

x n = (η/π) g(t), where g(t) = t (π/2 − arctan t).

## The lower bound from sin θ < θ

The derivative of g is

g′(t) = π/2 − arctan t − t/(1 + t²).

Put θ = π − 2 arctan t, which is positive. Then

sin θ = sin(2 arctan t) = 2t/(1 + t²).

Since sin θ < θ, half of this inequality reads t/(1 + t²) < π/2 − arctan t, so g′(t) > 0. Raising a virtual level thus increases its spurious energy, and for t ≥ 1 the smallest value is g(1) = π/4. Each level contributes at least (η/π)(π/4) = η/4.

## The upper bound from φ < tan φ

For t > 0 put φ = π/2 − arctan t, which lies between 0 and π/2. Then φ < tan φ = 1/t, so g(t) = tφ < 1. For t ≤ 0, g(t) ≤ 0 < 1. Every level therefore contributes less than η/π, and summing both bounds over the N levels gives the result.

## The Lean definitions and their conventions

`occupation η μ e` is the integral of `lorentzian η e` over `Iic μ`, the energies up to μ; the arctangent formula is a theorem about it. `levelEnergy` multiplies this occupation by `e - μ`, and `bandEnergy` sums over a finite index type `ι`, so N is `Fintype.card ι`. Degenerate levels are counted separately, and there is no spin factor. With no levels at all, both bounds are zero.

The energy convention matters. The level energy is e − μ times the occupation, as in a trace of H − μ with the density matrix, where H is the Hamiltonian. The trace of H itself contains a further μ ∑ n_i. Nor is the level energy the integral of (w − μ)L(w) up to μ, which diverges for a Lorentzian.

The hypothesis `he` places every level at least η above μ. For the lower bound, `μ ≤ e i` would not be enough, since a level at μ contributes zero. The model holds μ fixed instead of adjusting it to the electron number, and it includes neither temperature nor self-consistency. Its integral over w starts at −∞. If the integral starts at a fixed finite energy instead, the occupation of a very high level falls off as the inverse square of its distance from μ, and the lower bound fails for such levels.

```lean
import Mathlib

open Set Filter MeasureTheory
open scoped Real Topology

namespace LorentzianBandEnergy

noncomputable section

/-- The Lorentzian line of half-width `η > 0` centred at the level energy `e`, as a function of the
energy `w`. -/
def lorentzian (η e w : ℝ) : ℝ := (η / π) / ((w - e) ^ 2 + η ^ 2)

/-- The occupation of a broadened level: the weight of its Lorentzian at energies up to the
chemical potential `μ`. -/
def occupation (η μ e : ℝ) : ℝ := ∫ w in Iic μ, lorentzian η e w

/-- The energy, measured from `μ`, that a broadened level contributes to the band energy. -/
def levelEnergy (η μ e : ℝ) : ℝ := (e - μ) * occupation η μ e

/-- The band energy, measured from `μ`, of a finite family of broadened levels. -/
def bandEnergy {ι : Type*} [Fintype ι] (η μ : ℝ) (e : ι → ℝ) : ℝ :=
  ∑ i, levelEnergy η μ (e i)

/-- The level energy in units of `η / π`, as a function of the distance `t` from the chemical
potential in units of `η`. -/
def scaledEnergy (t : ℝ) : ℝ := t * (π / 2 - Real.arctan t)

/-- For `η > 0` the occupation of a level at energy `e` is `1/2 - arctan((e - μ)/η)/π`. -/
theorem occupation_eq {η : ℝ} (hη : 0 < η) (μ e : ℝ) :
    occupation η μ e = 1 / 2 - Real.arctan ((e - μ) / η) / π := by
  have hk : ∀ w, 1 / (π * η) * (1 + ((w - e) / η) ^ 2)⁻¹ = lorentzian η e w := by
    intro w
    have key : 1 + ((w - e) / η) ^ 2 = ((w - e) ^ 2 + η ^ 2) / η ^ 2 := by
      rw [div_pow, add_div, div_self (pow_ne_zero 2 hη.ne'), add_comm]
    have hQ : (w - e) ^ 2 + η ^ 2 ≠ 0 := by positivity
    rw [key, lorentzian]
    field_simp
  have hint : Integrable (lorentzian η e) :=
    (((integrable_inv_one_add_sq.comp_div hη.ne').comp_sub_right e).const_mul
      (1 / (π * η))).congr (Eventually.of_forall hk)
  -- the antiderivative of the line is an arctangent
  have hderiv : ∀ w ∈ Iic μ, HasDerivAt (fun w => Real.arctan ((w - e) / η) / π)
      (lorentzian η e w) w := by
    intro w _
    refine (((((hasDerivAt_id' w).sub_const e).div_const η).arctan).div_const π).congr_deriv ?_
    rw [← hk w]
    ring
  have h1 : Tendsto (fun w : ℝ => w - e) atBot atBot := by
    simpa only [sub_eq_add_neg, id_eq] using
      tendsto_atBot_add_const_right atBot (-e) (tendsto_id (α := ℝ))
  have hlim : Tendsto (fun w => Real.arctan ((w - e) / η) / π) atBot (𝓝 (-(π / 2) / π)) :=
    ((Real.tendsto_arctan_atBot.mono_right nhdsWithin_le_nhds).comp
      (h1.atBot_div_const hη)).div_const π
  have hneg : (μ - e) / η = -((e - μ) / η) := by ring
  have hp : π / π = 1 := div_self Real.pi_ne_zero
  rw [occupation, integral_Iic_of_hasDerivAt_of_tendsto' hderiv hint.integrableOn hlim,
    hneg, Real.arctan_neg]
  linear_combination (1 / 2) * hp

/-- The scaled level energy increases strictly with the distance above the chemical potential. -/
theorem scaledEnergy_strictMonoOn : StrictMonoOn scaledEnergy (Ici 0) := by
  apply strictMonoOn_of_deriv_pos (convex_Ici 0)
  · exact (continuous_id.mul (continuous_const.sub Real.continuous_arctan)).continuousOn
  · intro t _
    have hd : HasDerivAt scaledEnergy
        (1 * (π / 2 - Real.arctan t) + t * (-(1 / (1 + t ^ 2)))) t :=
      (hasDerivAt_id' t).fun_mul ((Real.hasDerivAt_arctan t).const_sub (π / 2))
    -- `sin θ < θ` at `θ = π - 2 arctan t` makes the derivative positive
    have h := Real.sin_lt (x := π - 2 * Real.arctan t)
      (by linarith [Real.arctan_lt_pi_div_two t])
    rw [Real.sin_pi_sub, Real.sin_two_mul] at h
    have hs : Real.sin (Real.arctan t) = t * Real.cos (Real.arctan t) := by
      rw [← Real.tan_mul_cos (Real.cos_arctan_pos t).ne', Real.tan_arctan]
    have hc := Real.cos_sq_arctan t
    have h2 : 2 * Real.sin (Real.arctan t) * Real.cos (Real.arctan t)
        = 2 * (t * (1 / (1 + t ^ 2))) := by
      rw [hs]
      linear_combination 2 * t * hc
    rw [hd.deriv]
    linarith

/-- For `η > 0` the level energy is `η / π` times the scaled energy at `(e - μ) / η`. -/
theorem levelEnergy_eq {η : ℝ} (hη : 0 < η) (μ e : ℝ) :
    levelEnergy η μ e = η / π * scaledEnergy ((e - μ) / η) := by
  have hx : η * ((e - μ) / η) = e - μ := by field_simp
  have hp : π * π⁻¹ = 1 := mul_inv_cancel₀ Real.pi_ne_zero
  rw [levelEnergy, occupation_eq hη, scaledEnergy]
  generalize Real.arctan ((e - μ) / η) = a
  linear_combination (-(π⁻¹ * (π / 2 - a))) * hx - ((e - μ) / 2) * hp

/-- For `η > 0`, raising a level that lies at or above `μ` strictly increases its contribution
to the band energy. -/
theorem levelEnergy_strictMonoOn {η : ℝ} (hη : 0 < η) (μ : ℝ) :
    StrictMonoOn (levelEnergy η μ) (Ici μ) := by
  intro a ha b hb hab
  rw [levelEnergy_eq hη, levelEnergy_eq hη]
  refine mul_lt_mul_of_pos_left (scaledEnergy_strictMonoOn
    (mem_Ici.2 (div_nonneg (sub_nonneg.2 ha) hη.le))
    (mem_Ici.2 (div_nonneg (sub_nonneg.2 hb) hη.le)) ?_) (by positivity)
  gcongr

/-- For `η > 0`, a level at distance `η` above `μ` contributes exactly `η / 4`. -/
theorem levelEnergy_at_width {η : ℝ} (hη : 0 < η) (μ : ℝ) :
    levelEnergy η μ (μ + η) = η / 4 := by
  have hp : π / π = 1 := div_self Real.pi_ne_zero
  rw [levelEnergy, occupation_eq hη, add_sub_cancel_left, div_self hη.ne', Real.arctan_one]
  linear_combination (-η / 4) * hp

/-- For `η > 0`, every level contributes less than `η / π`. -/
theorem levelEnergy_lt {η : ℝ} (hη : 0 < η) (μ e : ℝ) : levelEnergy η μ e < η / π := by
  have key : ∀ t, scaledEnergy t < 1 := by
    intro t
    have hp : 0 < π / 2 - Real.arctan t := by linarith [Real.arctan_lt_pi_div_two t]
    rw [scaledEnergy]
    rcases le_or_gt t 0 with h | h
    · nlinarith [mul_nonneg (neg_nonneg.2 h) hp.le]
    · -- here `θ < tan θ` at `θ = π/2 - arctan t`
      have h2 := Real.lt_tan hp (by linarith [Real.arctan_pos.2 h])
      rw [Real.tan_pi_div_two_sub, Real.tan_arctan] at h2
      calc t * (π / 2 - Real.arctan t) < t * t⁻¹ := mul_lt_mul_of_pos_left h2 h
        _ = 1 := mul_inv_cancel₀ h.ne'
  rw [levelEnergy_eq hη]
  calc η / π * scaledEnergy ((e - μ) / η) < η / π * 1 :=
        mul_lt_mul_of_pos_left (key _) (by positivity)
    _ = η / π := mul_one _

/-- For `η > 0` and `N` levels, each at least `η` above `μ`, the spurious band energy lies
between `N η / 4` and `N η / π`. -/
theorem bandEnergy_bounds {ι : Type*} [Fintype ι] {η μ : ℝ} (hη : 0 < η) (e : ι → ℝ)
    (he : ∀ i, μ + η ≤ e i) :
    (Fintype.card ι : ℝ) * (η / 4) ≤ bandEnergy η μ e ∧
      bandEnergy η μ e ≤ (Fintype.card ι : ℝ) * (η / π) := by
  constructor
  · calc (Fintype.card ι : ℝ) * (η / 4) = ∑ _i : ι, η / 4 := by simp
      _ ≤ bandEnergy η μ e := Finset.sum_le_sum fun i _ => by
        rw [← levelEnergy_at_width hη μ]
        exact (levelEnergy_strictMonoOn hη μ).monotoneOn (mem_Ici.2 (by linarith))
          (mem_Ici.2 (by linarith [he i])) (he i)
  · calc bandEnergy η μ e ≤ ∑ _i : ι, η / π :=
        Finset.sum_le_sum fun i _ => (levelEnergy_lt hη μ (e i)).le
      _ = (Fintype.card ι : ℝ) * (η / π) := by simp

/-- For `η > 0` and levels at least `η` above `μ`, the lower bound `N η / 4` is attained exactly
when every level lies at `μ + η`. -/
theorem bandEnergy_eq_lower_iff {ι : Type*} [Fintype ι] {η μ : ℝ} (hη : 0 < η) (e : ι → ℝ)
    (he : ∀ i, μ + η ≤ e i) :
    bandEnergy η μ e = (Fintype.card ι : ℝ) * (η / 4) ↔ ∀ i, e i = μ + η := by
  have hmem : μ + η ∈ Ici μ := mem_Ici.2 (by linarith)
  have hmem' : ∀ i, e i ∈ Ici μ := fun i => mem_Ici.2 (by linarith [he i])
  have hsum : (Fintype.card ι : ℝ) * (η / 4) = ∑ _i : ι, levelEnergy η μ (μ + η) := by
    simp [levelEnergy_at_width hη μ]
  rw [hsum, bandEnergy, eq_comm, Finset.sum_eq_sum_iff_of_le fun i _ =>
    (levelEnergy_strictMonoOn hη μ).monotoneOn hmem (hmem' i) (he i)]
  constructor
  · intro h i
    exact ((levelEnergy_strictMonoOn hη μ).injOn hmem (hmem' i) (h i (Finset.mem_univ i))).symm
  · intro h i _
    rw [h i]

/-- For `η > 0` and any infinite sequence of levels at least `η` above `μ`, the spurious band
energy of the first `N` levels grows without bound as `N` increases. -/
theorem bandEnergy_tendsto_atTop {η μ : ℝ} (hη : 0 < η) (e : ℕ → ℝ)
    (he : ∀ i, μ + η ≤ e i) :
    Tendsto (fun N : ℕ => bandEnergy η μ (fun i : Fin N => e i)) atTop atTop := by
  have hlin : Tendsto (fun N : ℕ => (N : ℝ) * (η / 4)) atTop atTop :=
    tendsto_natCast_atTop_atTop.atTop_mul_const (by positivity)
  refine tendsto_atTop_mono (fun N => ?_) hlin
  have h := (bandEnergy_bounds hη (fun i : Fin N => e i) (fun i => he i)).1
  rwa [Fintype.card_fin] at h

end

end LorentzianBandEnergy
```

```lean
#print axioms LorentzianBandEnergy.bandEnergy_bounds
-- 'LorentzianBandEnergy.bandEnergy_bounds' depends on axioms: [propext, Classical.choice, Quot.sound]
#print axioms LorentzianBandEnergy.bandEnergy_eq_lower_iff
-- 'LorentzianBandEnergy.bandEnergy_eq_lower_iff' depends on axioms: [propext, Classical.choice, Quot.sound]
#print axioms LorentzianBandEnergy.bandEnergy_tendsto_atTop
-- 'LorentzianBandEnergy.bandEnergy_tendsto_atTop' depends on axioms: [propext, Classical.choice, Quot.sound]
```

## How the lemmas fit together

`occupation_eq` carries out the integral. Its step `hk` writes the Lorentzian as a shifted and rescaled 1/(1 + u²), whose integrability Mathlib knows; `hderiv` supplies the antiderivative and `hlim` its limit at −∞. `levelEnergy_eq` then passes to the variable t, with `scaledEnergy` as g.

`scaledEnergy_strictMonoOn` contains the sine inequality, and `levelEnergy_strictMonoOn` carries the monotonicity back to physical energies. `levelEnergy_at_width` evaluates the level at μ + η, while `levelEnergy_lt` treats the two signs of t and uses the tangent inequality for the positive one.

In `bandEnergy_bounds`, `Finset.sum_le_sum` adds up the one-level bounds. For `bandEnergy_eq_lower_iff`, equality of the sums forces equality term by term, and strict monotonicity then fixes each energy. `bandEnergy_tendsto_atTop` compares the band energy with the linearly growing lower bound.

## A closer look at `strictMonoOn_of_deriv_pos`

This Mathlib theorem turns the sign of g′ into a comparison between any two levels at or above μ. It asks for a convex set, continuity on that set, and a positive derivative in its interior. Here the set is `Ici 0`, the half-line t ≥ 0, so the endpoint t = 0 needs only continuity.

Differentiability is not a separate hypothesis. Mathlib's `deriv` is zero wherever a function has no derivative, so a positive value already implies that one exists. The proof still has to compute that value: `hd` establishes the derivative by the product rule, and `hd.deriv` inserts it into the goal.

The resulting `StrictMonoOn` statement serves twice after its transfer to `levelEnergy`. Its weak form, `monotoneOn`, gives the lower bound, and its injectivity, `injOn`, identifies the case of equality.
